# The second-order energy of a ground-state electron coupled to a Drude mode lies between the adiabatic and static polarisation energies

Let an electron have finitely many real orthonormal states $e_n$ with energies $g_n\ge 0$ measured from a nondegenerate reference state $e_o$, so that $g_o=0$. A symmetric linear field operator $F$ couples it to a Drude mode of polarisability $\alpha\ge 0$ and frequency $w>0$ (units with $\hbar=1$). With the unperturbed mode in its ground state and $a_n=\langle e_n,Fe_o\rangle$, the second-order energy $E_2$ satisfies

$$-\frac{\alpha}{2}\|Fe_o\|^2\;\le\; E_2=-\frac{\alpha w}{2}\sum_n\frac{a_n^2}{w+g_n}\;\le\;-\frac{\alpha}{2}\langle e_o,Fe_o\rangle^2,$$

and tends to the lower bound as $w\to\infty$ at fixed $\alpha$. For this one-mode, finite-basis model, a first-order treatment of the adiabatic polarisation potential therefore never underestimates the second-order binding.

## The electron and its Drude mode

```lean
import Mathlib

open Filter Topology

namespace DrudeElectronCoupling

noncomputable section

variable {ι V : Type*} [Fintype ι] [NormedAddCommGroup V] [InnerProductSpace ℝ V]
```

`V` is the real space of electronic states and `ι` the finite set of labels $n$.

```lean
/-- The electronic Hamiltonian with eigenstates `e n` and energies `g n`, measured from the
reference state. -/
def electronH (e : OrthonormalBasis ι ℝ V) (g : ι → ℝ) (v : V) : V :=
  ∑ n, (g n * inner ℝ (e n) v) • e n
```

This is the Hamiltonian in spectral form, $Hv=\sum_n g_n\langle e_n,v\rangle e_n$. Lean writes the inner product as `inner ℝ (e n) v` and scaling of a vector as `•`.

```lean
/-- The amplitude with which the coupling excites one quantum of a Drude mode of
polarisability `α` and frequency `w`. -/
def quantumAmplitude (α w : ℝ) : ℝ := √(α * w / 2)
```

The coupling is $-cF(b+b^\dagger)$, where $b^\dagger$ creates a Drude quantum and $c=\sqrt{\alpha w/2}$. This $c$ is the charge times the oscillator's zero-point amplitude, expressed through $\alpha$.

```lean
/-- The electronic part of the first-order state that carries one Drude quantum. -/
def drudeResponse (e : OrthonormalBasis ι ℝ V) (g : ι → ℝ) (F : V →ₗ[ℝ] V) (o : ι)
    (α w : ℝ) : V :=
  ∑ n, (quantumAmplitude α w * inner ℝ (e n) (F (e o)) / (w + g n)) • e n
```

The first-order state contains one quantum, with electronic part $\chi=\sum_n \frac{c\,a_n}{w+g_n}e_n$. The type `V →ₗ[ℝ] V` says that $F$ is linear. A physical coupling also has $F$ symmetric, but the bounds below do not use this.

```lean
/-- The sum over electronic states that gives the second-order energy of an electron in state `e o`,
coupled through a symmetric field operator `F` to a Drude mode, when the energies `g` are measured
from a nondegenerate `e o`. -/
def drudeEnergy (e : OrthonormalBasis ι ℝ V) (g : ι → ℝ) (F : V →ₗ[ℝ] V) (o : ι)
    (α w : ℝ) : ℝ :=
  -(α * w / 2) * ∑ n, (inner ℝ (e n) (F (e o))) ^ 2 / (w + g n)
```

This is $E_2$, with excitation energies $w+g_n$ in the denominators. The Lean theorems also allow other states with $g_n=0$. For symmetric $F$ the sum is then the diagonal element, in the state $e_o$, of the second-order effective Hamiltonian on the degenerate states, and it is the second-order energy shift of $e_o$ when $e_o$ is an eigenvector of that Hamiltonian.

```lean
/-- The adiabatic polarisation energy, set by the squared norm of `F ψ`. -/
def adiabaticEnergy (F : V →ₗ[ℝ] V) (ψ : V) (α : ℝ) : ℝ := -(α / 2) * ‖F ψ‖ ^ 2
```

The adiabatic energy $E_{\rm ad}=-\frac{\alpha}{2}\|F\psi\|^2$ describes a mode that follows the electron instantaneously.

```lean
/-- The static polarisation energy, set for a unit vector `ψ` by the square of the mean field in
that state. -/
def staticEnergy (F : V →ₗ[ℝ] V) (ψ : V) (α : ℝ) : ℝ := -(α / 2) * (inner ℝ ψ (F ψ)) ^ 2
```

The static energy describes a mode that responds only to the mean field $\langle\psi,F\psi\rangle$.

## From the response equation to the sum over states

```lean
/-- The squared amplitudes of a vector over the electronic states add up to its squared norm. -/
theorem sum_sq_amplitudes (e : OrthonormalBasis ι ℝ V) (v : V) :
    ∑ n, (inner ℝ (e n) v) ^ 2 = ‖v‖ ^ 2 := by
  rw [← real_inner_self_eq_norm_sq, ← e.sum_inner_mul_inner v v]
  refine Finset.sum_congr rfl fun n _ => ?_
  rw [real_inner_comm v (e n)]
  ring
```

This is Parseval's identity, $\sum_n\langle e_n,v\rangle^2=\|v\|^2$.

```lean
/-- The one-quantum response solves the first-order perturbation equation, and its overlap
with the coupling gives the second-order energy. -/
theorem drudeResponse_spec (e : OrthonormalBasis ι ℝ V) {g : ι → ℝ} (F : V →ₗ[ℝ] V) (o : ι)
    {α w : ℝ} (hα : 0 ≤ α) (hw : 0 < w) (hg : ∀ n, 0 ≤ g n) :
    electronH e g (drudeResponse e g F o α w) + w • drudeResponse e g F o α w
        = quantumAmplitude α w • F (e o) ∧
      -quantumAmplitude α w * inner ℝ (F (e o)) (drudeResponse e g F o α w)
        = drudeEnergy e g F o α w := by
  -- amplitudes of the response in the electronic basis
  have hχ : ∀ n, inner ℝ (e n) (drudeResponse e g F o α w)
      = quantumAmplitude α w * inner ℝ (e n) (F (e o)) / (w + g n) := by
    intro n
    unfold drudeResponse
    exact e.orthonormal.inner_right_fintype _ n
  constructor
  · calc electronH e g (drudeResponse e g F o α w) + w • drudeResponse e g F o α w
        = ∑ n, (quantumAmplitude α w * inner ℝ (e n) (F (e o))) • e n := by
          rw [electronH]
          simp only [hχ]
          rw [drudeResponse, Finset.smul_sum, ← Finset.sum_add_distrib]
          refine Finset.sum_congr rfl fun n _ => ?_
          rw [smul_smul, ← add_smul]
          congr 1
          have hd : (w + g n) * (w + g n)⁻¹ = 1 :=
            mul_inv_cancel₀ (by linarith [hg n] : 0 < w + g n).ne'
          linear_combination (quantumAmplitude α w * inner ℝ (e n) (F (e o))) * hd
      _ = quantumAmplitude α w • F (e o) := by
          conv_rhs => rw [← e.sum_repr' (F (e o))]
          rw [Finset.smul_sum]
          simp only [smul_smul]
  · have hc : quantumAmplitude α w * quantumAmplitude α w = α * w / 2 :=
      Real.mul_self_sqrt (by positivity)
    rw [← e.sum_inner_mul_inner (F (e o)) (drudeResponse e g F o α w), drudeEnergy,
      Finset.mul_sum, Finset.mul_sum]
    refine Finset.sum_congr rfl fun n _ => ?_
    rw [hχ, real_inner_comm (e n) (F (e o))]
    linear_combination (-((inner ℝ (e n) (F (e o))) ^ 2 / (w + g n))) * hc
```

The two claims joined by `∧` are $(H+w)\chi=cFe_o$ and $-c\langle Fe_o,\chi\rangle=E_2$. For the first, $H+w$ multiplies the $n$th coefficient of $\chi$ by $w+g_n$ and cancels the denominator:

$$(H+w)\chi=\sum_n c\,a_n e_n=cFe_o.$$

For the second, $-c\langle Fe_o,\chi\rangle=-c^2\sum_n a_n^2/(w+g_n)$, with $c^2=\alpha w/2$. In the proof, `hχ` supplies the coefficients, `hd` the cancellation and `hc` the value of $c^2$; `linear_combination` does the algebra.

## Bounds and the limit of a fast mode

```lean
/-- The excess of the second-order energy over the adiabatic value is a sum over electronic
states weighted by their gaps. -/
theorem excess_over_adiabatic (e : OrthonormalBasis ι ℝ V) {g : ι → ℝ} (F : V →ₗ[ℝ] V)
    (o : ι) (α : ℝ) {w : ℝ} (hw : 0 < w) (hg : ∀ n, 0 ≤ g n) :
    drudeEnergy e g F o α w - adiabaticEnergy F (e o) α
      = α / 2 * ∑ n, g n * (inner ℝ (e n) (F (e o))) ^ 2 / (w + g n) := by
  rw [drudeEnergy, adiabaticEnergy, ← sum_sq_amplitudes e (F (e o)), Finset.mul_sum,
    Finset.mul_sum, Finset.mul_sum, ← Finset.sum_sub_distrib]
  refine Finset.sum_congr rfl fun n _ => ?_
  have hd : (w + g n) * (w + g n)⁻¹ = 1 :=
    mul_inv_cancel₀ (by linarith [hg n] : 0 < w + g n).ne'
  linear_combination (-(α / 2) * (inner ℝ (e n) (F (e o))) ^ 2) * hd
```

By Parseval, the two energies can be subtracted state by state:

$$E_2-E_{\rm ad}=\frac{\alpha}{2}\sum_n a_n^2\left(1-\frac{w}{w+g_n}\right)=\frac{\alpha}{2}\sum_n\frac{g_na_n^2}{w+g_n}.$$

```lean
/-- The second-order energy lies between the adiabatic and the static polarisation energy. -/
theorem adiabatic_le_drude_le_static (e : OrthonormalBasis ι ℝ V) {g : ι → ℝ}
    (F : V →ₗ[ℝ] V) {o : ι} {α w : ℝ} (hα : 0 ≤ α) (hw : 0 < w) (hg : ∀ n, 0 ≤ g n)
    (ho : g o = 0) :
    adiabaticEnergy F (e o) α ≤ drudeEnergy e g F o α w ∧
      drudeEnergy e g F o α w ≤ staticEnergy F (e o) α := by
  constructor
  · have hs : 0 ≤ ∑ n, g n * (inner ℝ (e n) (F (e o))) ^ 2 / (w + g n) :=
      Finset.sum_nonneg fun n _ =>
        div_nonneg (mul_nonneg (hg n) (sq_nonneg _)) (by linarith [hg n])
    have hp := mul_nonneg (by linarith : 0 ≤ α / 2) hs
    linarith [excess_over_adiabatic e F o α hw hg]
  · -- the term of the reference state alone gives the static energy
    have h := Finset.single_le_sum (f := fun n => (inner ℝ (e n) (F (e o))) ^ 2 / (w + g n))
      (fun n _ => div_nonneg (sq_nonneg _) (by linarith [hg n])) (Finset.mem_univ o)
    simp only [ho, add_zero] at h
    have h2 := mul_le_mul_of_nonneg_left h (by positivity : 0 ≤ α * w / 2)
    have h3 : α * w / 2 * ((inner ℝ (e o) (F (e o))) ^ 2 / w)
        = α / 2 * (inner ℝ (e o) (F (e o))) ^ 2 := by
      field_simp
    rw [h3] at h2
    unfold drudeEnergy staticEnergy
    linarith
```

Every term of that excess is nonnegative, which gives the lower bound. For the upper bound, keep only $n=o$ in the sum for $E_2$ (`Finset.single_le_sum`). Since $g_o=0$, that term is $a_o^2/w$, and the prefactor turns it into the static energy.

The lower bound can fail if some $g_n<0$. Take two states with $g_o=0$, $g_1=-\tfrac12$, $w=1$, and let $F$ swap them. Then $E_2=-\alpha$, below $E_{\rm ad}=-\alpha/2$ for $\alpha>0$.

If all states other than $e_o$ have $g_n\ge\Delta>0$, the same term-by-term comparison, done by hand, also bounds the distance from the static energy $E_{\rm st}$:

$$E_{\rm st}-E_2\le\frac{\alpha}{2}\,\frac{w}{w+\Delta}\left(\|Fe_o\|^2-a_o^2\right).$$

```lean
/-- The excess over the adiabatic energy is bounded by a constant divided by the Drude
frequency. -/
theorem excess_le (e : OrthonormalBasis ι ℝ V) {g : ι → ℝ} (F : V →ₗ[ℝ] V) (o : ι)
    {α w : ℝ} (hα : 0 ≤ α) (hw : 0 < w) (hg : ∀ n, 0 ≤ g n) :
    drudeEnergy e g F o α w - adiabaticEnergy F (e o) α
      ≤ α / 2 * (∑ n, g n * (inner ℝ (e n) (F (e o))) ^ 2) / w := by
  rw [excess_over_adiabatic e F o α hw hg, mul_div_assoc, Finset.sum_div]
  refine mul_le_mul_of_nonneg_left (Finset.sum_le_sum fun n _ => ?_) (by linarith)
  exact div_le_div_of_nonneg_left (mul_nonneg (hg n) (sq_nonneg _)) hw (by linarith [hg n])
```

Replacing $w+g_n$ by the smaller $w$ gives $E_2-E_{\rm ad}\le\frac{\alpha}{2w}\sum_n g_na_n^2$.

```lean
/-- At fixed polarisability the second-order energy tends to the adiabatic energy as the Drude
frequency grows. -/
theorem tendsto_adiabatic (e : OrthonormalBasis ι ℝ V) {g : ι → ℝ} (F : V →ₗ[ℝ] V) {o : ι}
    {α : ℝ} (hα : 0 ≤ α) (hg : ∀ n, 0 ≤ g n) (ho : g o = 0) :
    Tendsto (fun w => drudeEnergy e g F o α w) atTop (𝓝 (adiabaticEnergy F (e o) α)) := by
  have h1 : Tendsto (fun w : ℝ => α / 2 * (∑ n, g n * (inner ℝ (e n) (F (e o))) ^ 2) / w)
      atTop (𝓝 0) := tendsto_const_nhds.div_atTop tendsto_id
  have h2 := h1.const_add (adiabaticEnergy F (e o) α)
  rw [add_zero] at h2
  -- squeeze between the adiabatic value and the bound of order 1/w
  refine tendsto_of_tendsto_of_tendsto_of_le_of_le' tendsto_const_nhds h2 ?_ ?_
  · filter_upwards [eventually_gt_atTop (0 : ℝ)] with w hw
    exact (adiabatic_le_drude_le_static e F hα hw hg ho).1
  · filter_upwards [eventually_gt_atTop (0 : ℝ)] with w hw
    linarith [excess_le e F o hα hw hg]
```

`Tendsto … atTop (𝓝 …)` is the limit $w\to\infty$. The energy is squeezed between $E_{\rm ad}$ and $E_{\rm ad}$ plus the $1/w$ bound; `filter_upwards` restricts attention to $w>0$.

```lean
/-- The second-order energy equals the adiabatic one exactly when the field operator couples
the reference state to no state with a positive gap. -/
theorem drude_eq_adiabatic_iff (e : OrthonormalBasis ι ℝ V) {g : ι → ℝ} (F : V →ₗ[ℝ] V)
    (o : ι) {α w : ℝ} (hα : 0 < α) (hw : 0 < w) (hg : ∀ n, 0 ≤ g n) :
    drudeEnergy e g F o α w = adiabaticEnergy F (e o) α ↔
      ∀ n, 0 < g n → inner ℝ (e n) (F (e o)) = 0 := by
  have hα2 : ¬ α / 2 = 0 := by linarith [hα] |> fun h : 0 < α / 2 => h.ne'
  rw [← sub_eq_zero, excess_over_adiabatic e F o α hw hg, mul_eq_zero, or_iff_right hα2,
    Finset.sum_eq_zero_iff_of_nonneg fun n _ =>
      div_nonneg (mul_nonneg (hg n) (sq_nonneg _)) (by linarith [hg n])]
  constructor
  · intro h n hn
    rcases div_eq_zero_iff.mp (h n (Finset.mem_univ n)) with h1 | h1
    · rcases mul_eq_zero.mp h1 with h2 | h2
      · exact absurd h2 hn.ne'
      · exact (pow_eq_zero_iff two_ne_zero).mp h2
    · linarith
  · intro h n _
    rcases (hg n).eq_or_lt with h0 | h0
    · simp [h0.symm]
    · simp [h n h0]
```

For $\alpha>0$, equality with $E_{\rm ad}$ means that a sum of nonnegative terms vanishes, so each $g_na_n^2/(w+g_n)$ is zero. Hence $a_n=0$ whenever $g_n>0$, and conversely.

```lean
/-- For a symmetric field operator the adiabatic energy is `-α/2` times the inner product of `ψ`
with `F (F ψ)`, which for a unit vector `ψ` is the expectation value of the squared field. -/
theorem adiabatic_eq_mean_square {F : V →ₗ[ℝ] V} (hF : F.IsSymmetric) (ψ : V) (α : ℝ) :
    adiabaticEnergy F ψ α = -(α / 2) * inner ℝ ψ (F (F ψ)) := by
  rw [adiabaticEnergy, ← real_inner_self_eq_norm_sq, hF ψ (F ψ)]

end

end DrudeElectronCoupling
```

If $F$ is symmetric, $\|F\psi\|^2=\langle\psi,F^2\psi\rangle$, so for a unit vector $\psi$ the energy $E_{\rm ad}$ is the expectation value of the polarisation potential $-\frac{\alpha}{2}F^2$. In a truncated basis, $F^2$ here is the square of the truncated operator, which generally differs from the truncation of the full squared field.

```lean
#print axioms DrudeElectronCoupling.adiabatic_le_drude_le_static
#print axioms DrudeElectronCoupling.tendsto_adiabatic
#print axioms DrudeElectronCoupling.drude_eq_adiabatic_iff
#print axioms DrudeElectronCoupling.adiabatic_eq_mean_square
```

```
'DrudeElectronCoupling.adiabatic_le_drude_le_static' depends on axioms: [propext, Classical.choice, Quot.sound]
'DrudeElectronCoupling.tendsto_adiabatic' depends on axioms: [propext, Classical.choice, Quot.sound]
'DrudeElectronCoupling.drude_eq_adiabatic_iff' depends on axioms: [propext, Classical.choice, Quot.sound]
'DrudeElectronCoupling.adiabatic_eq_mean_square' depends on axioms: [propext, Classical.choice, Quot.sound]
```
